# Direct switching between high spin and low spin in a d⁶ ligand-field model with parallel-spin exchange

Take four electrons in two lower and two upper orbitals. Each electron in an upper orbital costs \(D>0\), and each pair of parallel spins gains \(J>0\). The lowest energy for each division of the spins is:

| Spins (up + down) | Upper electrons | Parallel pairs | Energy |
|---|---|---|---|
| 2 + 2 | 0 | 2 | \(-2J\) |
| 3 + 1 | 1 | 3 | \(D-3J\) |
| 4 + 0 | 2 | 6 | \(2D-6J\) |

The first promotion with a spin flip costs \(D\) and gains \(J\); the second costs \(D\) and gains \(3J\). The two outer rows have equal energy at \(D=2J\), and there the middle row lies \(J\) above both. As \(D\) varies, the ground state therefore jumps between the outer rows. Six electrons in five d orbitals have the same two exchange gains, and the problems below treat that case.

The L- and M-edge spectra of a 3d⁶ ion depend on its spin state; the present model settles it only at the level of single configurations with two parameters, without multiplet structure.

## The six-electron model

In an octahedral field the five d orbitals split into three t2g orbitals and two eg orbitals. The parameter \(D\) is this splitting. The parameter \(J\) stands for the lowering of the Coulomb repulsion between two electrons of parallel spin, which antisymmetry keeps apart; it is taken as the same for every pair of orbitals.

```lean
import Mathlib

open Finset

namespace LigandFieldExchangeD6

noncomputable section
```

The orbitals are numbered 0 to 4 by the type `Fin 5`, and the last two are eg.

```lean
/-- The two eg orbitals among the five d orbitals; orbitals 0, 1, 2 are t2g. -/
def eg : Finset (Fin 5) := {3, 4}
```

A configuration consists of two sets, the orbitals occupied with spin up and those occupied with spin down. A set contains an orbital at most once, which is the Pauli principle. The field `six` fixes the number of electrons.

```lean
/-- An occupation of the ten d spin orbitals by six electrons, given by the
orbitals occupied with spin up and those occupied with spin down. -/
structure Config where
  up : Finset (Fin 5)
  down : Finset (Fin 5)
  six : up.card + down.card = 6
```

Write \(n_\uparrow\) and \(n_\downarrow\) for the sizes of the two sets (`c.up.card` and `c.down.card`) and \(n_{eg}\) for the number of eg electrons (`nEg c`). The energy is

\[
E = D\,n_{eg} - J\left[\binom{n_\uparrow}{2}+\binom{n_\downarrow}{2}\right].
\]

```lean
/-- The number of electrons in eg orbitals. -/
def nEg (c : Config) : ℕ := (c.up ∩ eg).card + (c.down ∩ eg).card

/-- Ligand-field energy `D` per eg electron, minus exchange energy `J` per pair
of parallel spins. -/
def energy (D J : ℝ) (c : Config) : ℝ :=
  D * (nEg c : ℝ) - J * ((c.up.card.choose 2 : ℝ) + (c.down.card.choose 2 : ℝ))
```

This leaves out any separate repulsion for double occupation of an orbital, spin–orbit coupling and mixing between configurations.

The spin labels are defined through occupations, which fix the spin projection, and not through total spin. A 5 + 1 determinant and the filled t2g shell are eigenstates of total spin, with \(S=2\) and \(S=0\), but a 4 + 2 determinant with four singly occupied orbitals mixes \(S=1\) and \(S=2\). High spin means a 5 + 1 division with exactly two eg electrons, intermediate spin means any 4 + 2 division, and low spin means no eg electron. Some excited configurations carry none of these labels, for example a 3 + 3 division with an electron in eg.

```lean
/-- High spin: five parallel spins and exactly two eg electrons. -/
def IsHighSpin (c : Config) : Prop :=
  (c.up.card = 5 ∨ c.down.card = 5) ∧ nEg c = 2

/-- Intermediate spin: four electrons of one spin and two of the other. -/
def IsIntermediateSpin (c : Config) : Prop :=
  c.up.card = 4 ∨ c.down.card = 4

/-- Low spin: all six electrons are in t2g orbitals. -/
def IsLowSpin (c : Config) : Prop := nEg c = 0
```

A ground configuration is one that no other configuration undercuts; several may share that energy.

```lean
/-- A ground configuration has an energy no higher than any other configuration. -/
def IsGround (D J : ℝ) (c : Config) : Prop :=
  ∀ c' : Config, energy D J c ≤ energy D J c'
```

Three explicit configurations serve as representatives: \(t_{2g}^4e_g^2\), \(t_{2g}^5e_g^1\) and \(t_{2g}^6\).

```lean
/-- A high-spin configuration: all orbitals hold a spin-up electron, and one
t2g orbital also holds a spin-down electron. -/
def highConfig : Config := ⟨{0, 1, 2, 3, 4}, {0}, by decide⟩

/-- An intermediate-spin configuration with five t2g electrons and one eg electron. -/
def midConfig : Config := ⟨{0, 1, 2, 3}, {0, 1}, by decide⟩

/-- The low-spin configuration with a filled t2g shell. -/
def lowConfig : Config := ⟨{0, 1, 2}, {0, 1, 2}, by decide⟩
```

## (a) Room for one spin in the t2g shell

**Task.** Show that electrons of one spin number at most five, and that \(k\) of them place at least \(k-3\) in eg orbitals.

**Solution.** There are five orbitals, and each holds one electron of a given spin, so \(k\le 5\). At most three of the \(k\) electrons are in t2g orbitals. The others are in eg, so \(k\le 3+k_{eg}\), where \(k_{eg}\) is the number of eg electrons of that spin.

In Lean the occupied set `s` is an arbitrary subset of the five orbitals. There are only 32 such subsets, and `decide` checks them all.

```lean
set_option maxRecDepth 10000 in
/-- Electrons of one spin number at most five, and all but three of them at most
must be in eg orbitals. -/
theorem same_spin_bound (s : Finset (Fin 5)) :
    s.card ≤ 5 ∧ s.card ≤ 3 + (s ∩ eg).card := by
  revert s
  decide
```

## (b) Three divisions of the spins

**Task.** List the possible divisions of six electrons between the two spins. Give the energy of each in terms of \(n_{eg}\), and a lower bound on \(n_{eg}\) for the unequal divisions.

**Solution.** Since \(n_\uparrow+n_\downarrow=6\) and neither number exceeds five, the divisions are 5 + 1, 4 + 2 and 3 + 3, up to exchange of up and down. By (a), five electrons of one spin put at least two in eg, and four put at least one. The numbers of parallel pairs are

\[
\binom52+\binom12=10,\qquad \binom42+\binom22=7,\qquad \binom32+\binom32=6 .
\]

Hence the energies are:

- 5 + 1: \(E=Dn_{eg}-10J\) with \(n_{eg}\ge2\);
- 4 + 2: \(E=Dn_{eg}-7J\) with \(n_{eg}\ge1\);
- 3 + 3: \(E=Dn_{eg}-6J\).

The theorem states this as a three-way alternative, valid for all real \(D\) and \(J\). Its proof applies (a) to each spin, and `omega` then finds the five ordered divisions and the bounds on `nEg c`. In each case the binomial coefficients are inserted and the energy is simplified.

```lean
/-- Six electrons divide between the spins as 5 + 1, 4 + 2 or 3 + 3. The energy is given in terms of
the number of eg electrons, which is at least two for 5 + 1 and at least one for 4 + 2. -/
theorem energy_cases (D J : ℝ) (c : Config) :
    (((c.up.card = 5 ∧ c.down.card = 1) ∨ (c.up.card = 1 ∧ c.down.card = 5)) ∧
      2 ≤ nEg c ∧ energy D J c = D * (nEg c : ℝ) - 10 * J) ∨
    (((c.up.card = 4 ∧ c.down.card = 2) ∨ (c.up.card = 2 ∧ c.down.card = 4)) ∧
      1 ≤ nEg c ∧ energy D J c = D * (nEg c : ℝ) - 7 * J) ∨
    ((c.up.card = 3 ∧ c.down.card = 3) ∧
      energy D J c = D * (nEg c : ℝ) - 6 * J) := by
  have hu := same_spin_bound c.up
  have hd := same_spin_bound c.down
  have h6 := c.six
  have hn : nEg c = (c.up ∩ eg).card + (c.down ∩ eg).card := rfl
  have c5 : Nat.choose 5 2 = 10 := by decide
  have c4 : Nat.choose 4 2 = 6 := by decide
  have c3 : Nat.choose 3 2 = 3 := by decide
  have c2 : Nat.choose 2 2 = 1 := by decide
  have c1 : Nat.choose 1 2 = 0 := by decide
  have h : (c.up.card = 5 ∧ c.down.card = 1) ∨ (c.up.card = 1 ∧ c.down.card = 5) ∨
      (c.up.card = 4 ∧ c.down.card = 2) ∨ (c.up.card = 2 ∧ c.down.card = 4) ∨
      (c.up.card = 3 ∧ c.down.card = 3) := by omega
  -- count the parallel pairs for each division of the spins
  rcases h with h | h | h | h | h
  · refine Or.inl ⟨Or.inl h, by omega, ?_⟩
    rw [energy, h.1, h.2, c5, c1]
    push_cast
    ring
  · refine Or.inl ⟨Or.inr h, by omega, ?_⟩
    rw [energy, h.1, h.2, c5, c1]
    push_cast
    ring
  · refine Or.inr (Or.inl ⟨Or.inl h, by omega, ?_⟩)
    rw [energy, h.1, h.2, c4, c2]
    push_cast
    ring
  · refine Or.inr (Or.inl ⟨Or.inr h, by omega, ?_⟩)
    rw [energy, h.1, h.2, c4, c2]
    push_cast
    ring
  · refine Or.inr (Or.inr ⟨h, ?_⟩)
    rw [energy, h.1, h.2, c3]
    push_cast
    ring
```

## (c) The high-spin energy

**Task.** Find the energy of a high-spin configuration.

**Solution.** The division is 5 + 1 and \(n_{eg}=2\), so (b) gives \(E=2D-10J\).

The proof goes through the three cases of (b). Two of them contradict the presence of five parallel spins, and `omega` removes them.

```lean
/-- Every high-spin configuration has energy `2D - 10J`. -/
theorem energy_highSpin (D J : ℝ) {c : Config} (hc : IsHighSpin c) :
    energy D J c = 2 * D - 10 * J := by
  obtain ⟨hs, hn⟩ := hc
  rcases energy_cases D J c with ⟨_, _, e⟩ | ⟨h, _, _⟩ | ⟨h, _⟩
  · rw [e, hn]
    push_cast
    ring
  · omega
  · omega
```

## (d) The low-spin energy

**Task.** Find the energy of a low-spin configuration.

**Solution.** With \(n_{eg}=0\), the divisions 5 + 1 and 4 + 2 are excluded, because they need at least two and one eg electrons. The division is 3 + 3, and \(E=-6J\).

The definition `IsLowSpin` mentions only the empty eg shell; the equal division of the spins is derived here from the case list.

```lean
/-- Every low-spin configuration has energy `-6J`. -/
theorem energy_lowSpin (D J : ℝ) {c : Config} (hc : IsLowSpin c) :
    energy D J c = -6 * J := by
  have hn : nEg c = 0 := hc
  rcases energy_cases D J c with ⟨_, h, _⟩ | ⟨_, h, _⟩ | ⟨_, e⟩
  · omega
  · omega
  · rw [e, hn]
    push_cast
    ring
```

## (e) The lowest intermediate-spin energy

**Task.** For \(D>0\), find the lowest energy of a 4 + 2 configuration.

**Solution.** By (b), \(E=Dn_{eg}-7J\) with \(n_{eg}\ge1\). Since \(D>0\), this gives \(E\ge D-7J\). Equality holds for \(t_{2g}^5e_g^1\) with four spins up and two down, where the single eg electron belongs to the majority spin.

`IsLeast` expresses two facts: the value occurs in the set of intermediate-spin energies, and no member of the set is smaller. The first half of the proof evaluates `midConfig`, and the second multiplies \(1\le n_{eg}\) by \(D\).

```lean
/-- The lowest energy among intermediate-spin configurations is `D - 7J`. -/
theorem intermediate_isLeast {D : ℝ} (J : ℝ) (hD : 0 < D) :
    IsLeast (energy D J '' {c | IsIntermediateSpin c}) (D - 7 * J) := by
  constructor
  · refine ⟨midConfig, Or.inl (by decide), ?_⟩
    have hn : nEg midConfig = 1 := by decide
    have hu : midConfig.up.card = 4 := by decide
    rcases energy_cases D J midConfig with ⟨h, _, _⟩ | ⟨_, _, e⟩ | ⟨h, _⟩
    · omega
    · rw [e, hn]
      push_cast
      ring
    · omega
  · rintro _ ⟨c, hc, rfl⟩
    have hs : c.up.card = 4 ∨ c.down.card = 4 := hc
    rcases energy_cases D J c with ⟨h, _, _⟩ | ⟨_, h, e⟩ | ⟨h, _⟩
    · omega
    · have hn : (1 : ℝ) ≤ (nEg c : ℝ) := by exact_mod_cast h
      have := mul_le_mul_of_nonneg_left hn hD.le
      linarith
    · omega
```

## (f) The gap above the competing states

**Task.** For \(D>0\), show that every intermediate-spin configuration lies at least \(J\) above the lower of the high-spin and low-spin energies.

**Solution.** The smaller of two numbers is at most their mean, so

\[
\min(2D-10J,\,-6J)\le\frac{(2D-10J)+(-6J)}{2}=D-8J .
\]

Adding \(J\) and using (e) gives

\[
\min(2D-10J,\,-6J)+J\le D-7J\le E .
\]

At \(D=2J\) the two competing energies are both \(-6J\) and the best intermediate energy is \(-5J\), so the bound is reached there.

In the Lean proof `h1` and `h2` say that the minimum is at most each of the two energies. Half their sum is the mean-value bound, and `linarith` combines it with (e). The inequality holds for every real \(J\), but only for \(J>0\) does it by itself place the intermediate states strictly above the minimum.

```lean
/-- Every intermediate-spin configuration lies at least `J` above the lower of the
high-spin and low-spin energies. -/
theorem intermediate_gap {D : ℝ} (J : ℝ) (hD : 0 < D) {c : Config}
    (hc : IsIntermediateSpin c) :
    min (2 * D - 10 * J) (-6 * J) + J ≤ energy D J c := by
  have h := (intermediate_isLeast J hD).2 ⟨c, hc, rfl⟩
  -- the minimum is at most the mean `D - 8J` of the two energies
  have h1 := min_le_left (2 * D - 10 * J) (-6 * J)
  have h2 := min_le_right (2 * D - 10 * J) (-6 * J)
  linarith
```

## (g) The minimum over all occupations

**Task.** For \(D,J>0\), show that the minimum energy is \(\min(2D-10J,\,-6J)\).

**Solution.** Each division of the spins respects this lower bound:

- For 5 + 1, \(n_{eg}\ge2\) gives \(E\ge2D-10J\).
- For 4 + 2, part (f) gives \(E\ge\min(2D-10J,\,-6J)+J\), which is above the bound.
- For 3 + 3, \(n_{eg}\ge0\) gives \(E\ge-6J\).

The bound is attained. If \(2D-10J\) is the smaller value, the high-spin configuration has it; otherwise the low-spin configuration has \(-6J\).

`Set.range (energy D J)` is the set of energies of all configurations, including those without a spin label. The proof first chooses `highConfig` or `lowConfig` according to which energy is lower, and then treats the three divisions as above.

```lean
/-- The minimum energy over all six-electron occupations is `min (2D - 10J) (-6J)`. -/
theorem ground_energy {D J : ℝ} (hD : 0 < D) (hJ : 0 < J) :
    IsLeast (Set.range (energy D J)) (min (2 * D - 10 * J) (-6 * J)) := by
  constructor
  · rcases le_total (2 * D - 10 * J) (-6 * J) with h | h
    · rw [min_eq_left h]
      exact ⟨highConfig, energy_highSpin D J ⟨Or.inl (by decide), by decide⟩⟩
    · rw [min_eq_right h]
      exact ⟨lowConfig, energy_lowSpin D J (show nEg lowConfig = 0 by decide)⟩
  · rintro _ ⟨c, rfl⟩
    have h1 := min_le_left (2 * D - 10 * J) (-6 * J)
    have h2 := min_le_right (2 * D - 10 * J) (-6 * J)
    rcases energy_cases D J c with ⟨_, h, e⟩ | ⟨h, _, _⟩ | ⟨_, e⟩
    · have hn : (2 : ℝ) ≤ (nEg c : ℝ) := by exact_mod_cast h
      have := mul_le_mul_of_nonneg_left hn hD.le
      linarith
    · have hc : IsIntermediateSpin c := by
        unfold IsIntermediateSpin
        omega
      have := intermediate_gap J hD hc
      linarith
    · have : 0 ≤ D * (nEg c : ℝ) := by positivity
      linarith
```

## (h) The ground configurations on each side of \(D=2J\)

**Task.** For \(D,J>0\), determine all ground configurations.

**Solution.** Let a configuration have the minimum energy. By (g), its energy \(E\) satisfies \(E\le2D-10J\) and \(E\le-6J\).

If the division is 5 + 1, the first inequality reads \(Dn_{eg}-10J\le2D-10J\), so \(n_{eg}\le2\). Together with \(n_{eg}\ge2\) this makes the configuration high spin, with \(E=2D-10J\). The second inequality then gives \(2D-10J\le-6J\), or \(D\le2J\).

If the division is 4 + 2, part (f) places \(E\) at least \(J\) above the minimum, which is a contradiction.

If the division is 3 + 3, the second inequality reads \(Dn_{eg}-6J\le-6J\), so \(n_{eg}=0\). The configuration is low spin with \(E=-6J\), and the first inequality gives \(-6J\le2D-10J\), or \(2J\le D\).

Conversely, for \(D\le2J\) the minimum in (g) equals \(2D-10J\), which every high-spin configuration has by (c). For \(2J\le D\) it equals \(-6J\), which every low-spin configuration has by (d).

Thus only high-spin configurations are ground configurations for \(D<2J\), and only low-spin ones for \(D>2J\). At \(D=2J\) both kinds are, and no intermediate-spin configuration joins them. The switch is a comparison of minima at different values of \(D/J\); it says nothing about the path or the rate of a spin transition in time.

The two directions of the Lean equivalence follow the two halves of this argument. In the first, `le_of_mul_le_mul_left` cancels the positive factor \(D\) to bound the number of eg electrons. In the second, `min_eq_left` and `min_eq_right` evaluate the minimum on each side of the crossover.

```lean
/-- The ground configurations are exactly the high-spin ones when `D ≤ 2J` and the
low-spin ones when `2J ≤ D`, with both kinds at `D = 2J`. -/
theorem isGround_iff {D J : ℝ} (hD : 0 < D) (hJ : 0 < J) (c : Config) :
    IsGround D J c ↔ (IsHighSpin c ∧ D ≤ 2 * J) ∨ (IsLowSpin c ∧ 2 * J ≤ D) := by
  constructor
  · intro hg
    -- compare with the two competing energies
    have hmin : energy D J c ≤ min (2 * D - 10 * J) (-6 * J) := by
      obtain ⟨c', hc'⟩ := (ground_energy hD hJ).1
      rw [← hc']
      exact hg c'
    obtain ⟨h1, h2⟩ := le_min_iff.mp hmin
    rcases energy_cases D J c with ⟨hs, h, e⟩ | ⟨hs, _, _⟩ | ⟨_, e⟩
    · have hn : (2 : ℝ) ≤ (nEg c : ℝ) := by exact_mod_cast h
      have hm := mul_le_mul_of_nonneg_left hn hD.le
      have hle : (nEg c : ℝ) ≤ 2 := le_of_mul_le_mul_left (by linarith) hD
      have hle' : nEg c ≤ 2 := by exact_mod_cast hle
      exact Or.inl ⟨⟨by omega, by omega⟩, by linarith⟩
    · have hc : IsIntermediateSpin c := by
        unfold IsIntermediateSpin
        omega
      have := intermediate_gap J hD hc
      linarith
    · have hm : 0 ≤ D * (nEg c : ℝ) := by positivity
      have hle : (nEg c : ℝ) ≤ 0 := le_of_mul_le_mul_left (by linarith) hD
      have hle' : nEg c ≤ 0 := by exact_mod_cast hle
      exact Or.inr ⟨Nat.le_zero.mp hle', by linarith⟩
  · intro h c'
    have hmin := (ground_energy hD hJ).2 ⟨c', rfl⟩
    rcases h with ⟨hc, h⟩ | ⟨hc, h⟩
    · rw [min_eq_left (by linarith)] at hmin
      rw [energy_highSpin D J hc]
      exact hmin
    · rw [min_eq_right (by linarith)] at hmin
      rw [energy_lowSpin D J hc]
      exact hmin

end

end LigandFieldExchangeD6
```

```lean
#print axioms LigandFieldExchangeD6.energy_lowSpin
-- 'LigandFieldExchangeD6.energy_lowSpin' depends on axioms: [propext, Classical.choice, Quot.sound]
#print axioms LigandFieldExchangeD6.isGround_iff
-- 'LigandFieldExchangeD6.isGround_iff' depends on axioms: [propext, Classical.choice, Quot.sound]
```
